# Secular determinant and stability threshold for oscillators coupled through one collective coordinate

Take two unit-mass oscillators with frequencies $w_1, w_2 > 0$. Couple them through the single coordinate $u_1x_1+u_2x_2$ with strength $g$. The force-constant matrix is

$$
C=\begin{pmatrix} w_1^2+g u_1^2 & g u_1u_2\\ g u_1u_2 & w_2^2+g u_2^2\end{pmatrix}.
$$

In its determinant the two terms in $g^2$ cancel, which leaves

$$
\det C = w_1^2w_2^2\left(1+g\frac{u_1^2}{w_1^2}+g\frac{u_2^2}{w_2^2}\right).
$$

With $w_1=w_2=u_1=u_2=1$ and $g=-0.6$, both diagonal entries are $0.4$, yet the bracket is $-0.2$ and the eigenvalues are $1$ and $-0.2$. Each oscillator is stable when the other is held fixed, but the pair is not.

For a finite set of oscillators, $C=\mathrm{diag}(w_i^2)+g\,uu^{\mathsf T}$ with real $u$ and $g$. Define the dispersion function

$$
f(z)=1+g\sum_i\frac{u_i^2}{w_i^2-z}.
$$

For real $z$ different from every $w_i^2$,

$$
\det(C-zI)=\prod_i(w_i^2-z)\,f(z).
$$

If all $w_i>0$, then $C$ is positive definite exactly when $f(0)>0$. If $f(0)<0$, it has exactly one negative eigenvalue.

## Checking stability before taking square roots

A code that diagonalises $C$ to obtain normal-mode frequencies or a harmonic zero-point energy takes square roots of the eigenvalues. For this rank-one coupling, one sum over oscillators gives $f(0)$ and decides whether they are all positive, without building or factorising the matrix.

The same structure appears in random-phase calculations with real orbitals, a finite set of excitation energies $\varepsilon_i$ and one separable interaction proportional to $q_iq_j$. The symmetrised eigenvalue problem for squared excitation energies then has $w_i=\varepsilon_i$ and $u_i=\sqrt{\varepsilon_i}\,q_i$, with spin and normalisation factors absorbed in $g$. This correspondence is background and is not among the theorems in the file.

If $f(0)<0$, the unstable root can be found by bisection on $[-M,0]$, where $M=1+|g|\sum_i u_i^2$ and the added $1$ is one unit of squared frequency. In the example, $M=2.2$, $f(-2.2)=0.625$ and $f(0)=-0.2$, and the root is $z=-0.2$.

A root search on $f$ alone can miss eigenvalues that coincide with an uncoupled $w_i^2$. The example has one: the displacement $(1,-1)/\sqrt2$ does not move the collective coordinate and keeps the eigenvalue $1$.

## From the rank-one factor to the unstable mode

**Determinant.** Let $D=\mathrm{diag}(w_i^2-z)$, which is invertible for the allowed $z$, and let $a_i=g u_i/(w_i^2-z)$. Then

$$
C-zI=D\,(I+a u^{\mathsf T}),\qquad \det(I+a u^{\mathsf T})=1+u\cdot a=f(z).
$$

Multiplying by $\det D=\prod_i(w_i^2-z)$ gives the identity.

**Normal modes.** Let $m_i(z)=u_i/(w_i^2-z)$, so that $f(z)=1+g\,u\cdot m(z)$. The equation $Cx=zx$ reads

$$
(w_i^2-z)x_i=-g(u\cdot x)u_i,
$$

so $x=c\,m(z)$ with $c=-g(u\cdot x)$. If $x\ne0$, then $c\ne0$. Projecting on $u$ and multiplying by $-g$ gives $c=-gc\,u\cdot m(z)$, hence $c f(z)=0$ and $f(z)=0$.

Conversely, suppose $f(z)=0$ and $x=c\,m(z)$ with $c\neq0$. Then $g\,u\cdot m(z)=-1$, so

$$
(Cx)_i=c\,(w_i^2m_i-u_i)=c\,z\,m_i=z x_i.
$$

This $x$ is nonzero, because $m(z)=0$ would give $f(z)=1$.

**Positive definiteness.** The quadratic form, twice the potential energy, is

$$
x^{\mathsf T}Cx=\sum_i w_i^2x_i^2+g(u\cdot x)^2.
$$

Put $S=\sum_i u_i^2/w_i^2$, so that $f(0)=1+gS$. The static response $x_i=u_i/w_i^2$ gives the value $S+gS^2=S(1+gS)$. If $C$ is positive definite and $u\neq0$, this value is positive, and since $S\ge0$ it follows that $1+gS>0$. If $u=0$, then $1+gS=1$.

For the other direction, let $x\neq0$ and $Q=\sum_iw_i^2x_i^2>0$. The Cauchy-Schwarz inequality for the vectors $u_i/w_i$ and $w_ix_i$ gives $(u\cdot x)^2\le SQ$. For $g\ge0$ the form is at least $Q$. For $g<0$ it is at least $Q(1+gS)$, which is positive when $1+gS>0$.

**One negative eigenvalue.** Let $1+gS<0$. Since $S\ge0$, this forces $g<0$ and $u\ne0$. With $U=\sum_iu_i^2$ and $M=1-gU$,

$$
f(-M)\ge 1+\frac{gU}{M}=\frac1M>0,
$$

while $f(0)<0$. The function is continuous on $[-M,0]$, so it has a root there, and the root is negative. For $a<b\le0$, every term $u_i^2/(w_i^2-z)$ is at least as large at $b$ as at $a$, and strictly larger where $u_i\neq0$. Multiplication by $g<0$ gives $f(b)<f(a)$, which excludes a second root. No negative $z$ equals a $w_i^2$, so the normal-mode result identifies negative roots with negative eigenvalues.

## The determinant, mode and stability theorems in Lean

```lean
import Mathlib

open Matrix

namespace SeparableCollectiveCoupling

noncomputable section

variable {n : Type*} [Fintype n] [DecidableEq n]

/-- Force-constant matrix of oscillators with frequencies `w i`, coupled with strength `g`
through the single collective coordinate `u ⬝ᵥ x`. -/
def coupling (w u : n → ℝ) (g : ℝ) : Matrix n n ℝ :=
  Matrix.diagonal (fun i => w i ^ 2) + g • Matrix.vecMulVec u u

omit [DecidableEq n] in
/-- The dispersion function of the collective coupling at squared frequency `z`. -/
def dispersion (w u : n → ℝ) (g z : ℝ) : ℝ :=
  1 + g * ∑ i, u i ^ 2 / (w i ^ 2 - z)

/-- The displacement pattern `u i / (w i ^ 2 - z)` at squared frequency `z`. -/
def mode (w u : n → ℝ) (z : ℝ) : n → ℝ := fun i => u i / (w i ^ 2 - z)

omit [DecidableEq n] in
/-- The dispersion function is one plus `g` times the overlap of `u` with the pattern `mode`. -/
theorem dispersion_eq (w u : n → ℝ) (g z : ℝ) :
    dispersion w u g z = 1 + g * (u ⬝ᵥ mode w u z) := by
  have h : ∑ i, u i ^ 2 / (w i ^ 2 - z) = u ⬝ᵥ mode w u z :=
    Finset.sum_congr rfl fun i _ => by simp only [mode]; ring
  rw [dispersion, h]

/-- The secular determinant is the product of the uncoupled factors and the dispersion
function, for `z` away from the uncoupled squared frequencies. -/
theorem det_coupling_sub (w u : n → ℝ) (g z : ℝ) (hz : ∀ i, w i ^ 2 ≠ z) :
    (coupling w u g - z • (1 : Matrix n n ℝ)).det
      = (∏ i, (w i ^ 2 - z)) * dispersion w u g z := by
  -- factor out the uncoupled part
  have hfac : coupling w u g - z • (1 : Matrix n n ℝ)
      = Matrix.diagonal (fun i => w i ^ 2 - z) *
        (1 + (Matrix.of fun (i : n) (_ : Unit) => g * u i / (w i ^ 2 - z)) *
          (Matrix.of fun (_ : Unit) (j : n) => u j)) := by
    ext i j
    have h := sub_ne_zero.mpr (hz i)
    rw [Matrix.diagonal_mul]
    by_cases hij : i = j
    · subst hij
      simp [coupling, Matrix.mul_apply, Matrix.vecMulVec_apply]
      field_simp
      ring
    · simp [coupling, Matrix.mul_apply, Matrix.vecMulVec_apply, hij]
      field_simp
  -- the rank-one correction reduces to a one-by-one determinant
  rw [hfac, Matrix.det_mul, Matrix.det_diagonal, Matrix.det_one_add_mul_comm, Matrix.det_unique]
  congr 1
  simp only [Matrix.add_apply, Matrix.one_apply_eq, Matrix.mul_apply, Matrix.of_apply,
    dispersion, Finset.mul_sum]
  congr 1
  exact Finset.sum_congr rfl fun i _ => by ring

/-- Each oscillator feels its own spring and a force proportional to the collective
coordinate. -/
theorem coupling_mulVec (w u x : n → ℝ) (g : ℝ) (i : n) :
    (coupling w u g *ᵥ x) i = w i ^ 2 * x i + g * (u ⬝ᵥ x) * u i := by
  simp only [coupling, Matrix.mulVec, dotProduct, Matrix.add_apply, Matrix.smul_apply,
    Matrix.vecMulVec_apply, smul_eq_mul, add_mul, Finset.sum_add_distrib,
    Matrix.diagonal_apply, ite_mul, zero_mul, Finset.sum_ite_eq, Finset.mem_univ, if_true,
    Finset.mul_sum, Finset.sum_mul]
  congr 1
  exact Finset.sum_congr rfl fun j _ => by ring

/-- Away from the uncoupled squared frequencies, `x` is a normal mode exactly when the dispersion
function vanishes and `x` is a nonzero multiple of the pattern `mode`. -/
theorem normal_mode_iff (w u x : n → ℝ) (g z : ℝ) (hz : ∀ i, w i ^ 2 ≠ z) :
    (x ≠ 0 ∧ coupling w u g *ᵥ x = z • x) ↔
      dispersion w u g z = 0 ∧ ∃ c : ℝ, c ≠ 0 ∧ x = c • mode w u z := by
  rw [dispersion_eq]
  constructor
  · rintro ⟨hx, h⟩
    -- solve the eigenvalue equation component by component
    have hi : x = (-(g * (u ⬝ᵥ x))) • mode w u z := by
      ext i
      have h1 := congrFun h i
      rw [coupling_mulVec] at h1
      simp only [Pi.smul_apply, smul_eq_mul, mode] at h1 ⊢
      rw [← mul_div_assoc, eq_div_iff (sub_ne_zero.mpr (hz i))]
      linear_combination h1
    have hc : -(g * (u ⬝ᵥ x)) ≠ 0 := by
      intro hc
      rw [hc, zero_smul] at hi
      exact hx hi
    refine ⟨?_, _, hc, hi⟩
    -- project on the collective coordinate
    have h2 := congrArg (fun v => u ⬝ᵥ v) hi
    simp only [dotProduct_smul, smul_eq_mul] at h2
    apply (mul_eq_zero.mp _).resolve_left hc
    linear_combination (-g) * h2
  · rintro ⟨hd, c, hc, rfl⟩
    constructor
    · intro h0
      have hm := (smul_eq_zero.mp h0).resolve_left hc
      rw [hm, dotProduct_zero] at hd
      norm_num at hd
    · ext i
      have hm : mode w u z i * (w i ^ 2 - z) = u i :=
        div_mul_cancel₀ _ (sub_ne_zero.mpr (hz i))
      rw [coupling_mulVec, dotProduct_smul]
      simp only [Pi.smul_apply, smul_eq_mul]
      linear_combination c * hm + c * u i * hd

/-- The quadratic form is the sum of the uncoupled terms and a collective term. -/
theorem energy_eq (w u x : n → ℝ) (g : ℝ) :
    x ⬝ᵥ (coupling w u g *ᵥ x) = ∑ i, w i ^ 2 * x i ^ 2 + g * (u ⬝ᵥ x) ^ 2 := by
  have h1 : x ⬝ᵥ (coupling w u g *ᵥ x)
      = ∑ i, (w i ^ 2 * x i ^ 2 + g * (u ⬝ᵥ x) * (u i * x i)) :=
    Finset.sum_congr rfl fun i _ => by rw [coupling_mulVec]; ring
  have h2 : ∑ i, u i * x i = u ⬝ᵥ x := rfl
  rw [h1, Finset.sum_add_distrib, ← Finset.mul_sum, h2]
  ring

/-- For positive frequencies `w i`, the force-constant matrix is positive definite if and only if `1
+ g ∑ u i ^ 2 / w i ^ 2` is positive. -/
theorem posDef_coupling_iff (w u : n → ℝ) (g : ℝ) (hw : ∀ i, 0 < w i) :
    (coupling w u g).PosDef ↔ 0 < 1 + g * ∑ i, u i ^ 2 / w i ^ 2 := by
  constructor
  · intro hM
    have hd : 1 + g * ∑ i, u i ^ 2 / w i ^ 2 = 1 + g * (u ⬝ᵥ mode w u 0) := by
      rw [← dispersion_eq]
      simp [dispersion]
    rw [hd]
    by_cases hm : mode w u 0 = 0
    · rw [hm, dotProduct_zero]
      norm_num
    · -- the static response is the decisive trial displacement
      have hpos := hM.dotProduct_mulVec_pos hm
      have hs : ∑ i, w i ^ 2 * mode w u 0 i ^ 2 = u ⬝ᵥ mode w u 0 :=
        Finset.sum_congr rfl fun i _ => by
          have := (hw i).ne'
          simp only [mode, sub_zero]
          field_simp
      have h0 : 0 ≤ u ⬝ᵥ mode w u 0 := by
        rw [← hs]
        exact Finset.sum_nonneg fun i _ => by positivity
      rw [star_trivial, energy_eq, hs] at hpos
      by_contra hle
      nlinarith [mul_nonneg h0 (neg_nonneg.mpr (not_lt.mp hle))]
  · intro h
    refine Matrix.posDef_iff_dotProduct_mulVec.mpr
      ⟨Matrix.IsHermitian.ext fun i j => ?_, fun x hx => ?_⟩
    · by_cases hij : i = j
      · subst hij
        exact star_trivial _
      · simp [coupling, Matrix.vecMulVec_apply, hij, Ne.symm hij, mul_comm]
    · rw [star_trivial, energy_eq]
      obtain ⟨k, hk⟩ := Function.ne_iff.mp hx
      have hk' : x k ≠ 0 := hk
      have hQ : 0 < ∑ i, w i ^ 2 * x i ^ 2 :=
        Finset.sum_pos' (fun i _ => by positivity)
          ⟨k, Finset.mem_univ k, by have := hw k; positivity⟩
      -- Cauchy-Schwarz with the springs as weights
      have hcs : (u ⬝ᵥ x) ^ 2 ≤ (∑ i, u i ^ 2 / w i ^ 2) * ∑ i, w i ^ 2 * x i ^ 2 := by
        have h1 := Finset.sum_mul_sq_le_sq_mul_sq Finset.univ
          (fun i => u i / w i) (fun i => w i * x i)
        have h2 : ∑ i, u i / w i * (w i * x i) = u ⬝ᵥ x :=
          Finset.sum_congr rfl fun i _ => by
            have := (hw i).ne'
            field_simp
        simpa only [h2, div_pow, mul_pow] using h1
      rcases le_or_gt 0 g with hg | hg
      · have := mul_nonneg hg (sq_nonneg (u ⬝ᵥ x))
        linarith
      · nlinarith [mul_le_mul_of_nonpos_left hcs hg.le, mul_pos h hQ]

omit [DecidableEq n] in
/-- For positive frequencies, `g < 0` and `u ≠ 0`, the dispersion function strictly decreases on the
nonpositive axis. -/
theorem dispersion_lt (w u : n → ℝ) (g : ℝ) (hw : ∀ i, 0 < w i) (hg : g < 0) (hu : u ≠ 0)
    {a b : ℝ} (hab : a < b) (hb : b ≤ 0) : dispersion w u g b < dispersion w u g a := by
  obtain ⟨k, hk⟩ := Function.ne_iff.mp hu
  have hk' : u k ≠ 0 := hk
  have hp : ∀ i, 0 < w i ^ 2 - b := fun i => by
    have := pow_pos (hw i) 2
    linarith
  have hS : ∑ i, u i ^ 2 / (w i ^ 2 - a) < ∑ i, u i ^ 2 / (w i ^ 2 - b) :=
    Finset.sum_lt_sum
      (fun i _ => div_le_div_of_nonneg_left (sq_nonneg _) (hp i) (by linarith))
      ⟨k, Finset.mem_univ k, div_lt_div_of_pos_left (by positivity) (hp k) (by linarith)⟩
  have := mul_lt_mul_of_neg_left hS hg
  simp only [dispersion]
  linarith

/-- When `1 + g ∑ u i ^ 2 / w i ^ 2` is negative, the coupled oscillators have exactly one
negative squared frequency. -/
theorem existsUnique_unstable (w u : n → ℝ) (g : ℝ) (hw : ∀ i, 0 < w i)
    (h : 1 + g * ∑ i, u i ^ 2 / w i ^ 2 < 0) :
    ∃! z : ℝ, z < 0 ∧ ∃ x : n → ℝ, x ≠ 0 ∧ coupling w u g *ᵥ x = z • x := by
  have hS0 : 0 ≤ ∑ i, u i ^ 2 / w i ^ 2 := Finset.sum_nonneg fun i _ => by positivity
  have hg : g < 0 := by
    by_contra hg
    have := mul_nonneg (not_lt.mp hg) hS0
    linarith
  have hu : u ≠ 0 := by
    rintro rfl
    norm_num at h
  have hf0 : dispersion w u g 0 < 0 := by simpa [dispersion] using h
  have hres : ∀ z : ℝ, z < 0 → ∀ i, w i ^ 2 ≠ z := fun z hz i => by
    have := pow_pos (hw i) 2
    linarith
  -- far below zero the dispersion function is positive
  have hU : 0 ≤ ∑ i, u i ^ 2 := Finset.sum_nonneg fun i _ => sq_nonneg _
  obtain ⟨M, hMdef⟩ : ∃ M : ℝ, M = -g * ∑ i, u i ^ 2 + 1 := ⟨_, rfl⟩
  have hM : 0 < M := by
    have := mul_nonneg (neg_nonneg.mpr hg.le) hU
    linarith
  have hfM : 0 < dispersion w u g (-M) := by
    have hS : ∑ i, u i ^ 2 / (w i ^ 2 - -M) ≤ (∑ i, u i ^ 2) / M := by
      rw [Finset.sum_div]
      exact Finset.sum_le_sum fun i _ =>
        div_le_div_of_nonneg_left (sq_nonneg _) hM (by linarith [sq_nonneg (w i)])
    have h1 := mul_le_mul_of_nonpos_left ((le_div_iff₀ hM).mp hS) hg.le
    refine (mul_pos_iff_of_pos_left hM).mp ?_
    simp only [dispersion]
    linarith
  have hcont : ContinuousOn (fun z => dispersion w u g z) (Set.Icc (-M) 0) := by
    unfold dispersion
    refine continuousOn_const.add (continuousOn_const.mul
      (continuousOn_finsetSum _ fun i _ => ContinuousOn.div continuousOn_const
        (continuousOn_const.sub continuousOn_id) fun z hz => ?_))
    have h1 := pow_pos (hw i) 2
    have h2 : z ≤ 0 := hz.2
    exact ne_of_gt (show 0 < w i ^ 2 - z by linarith)
  obtain ⟨z, hz, hfz⟩ := intermediate_value_Icc' (by linarith) hcont ⟨hf0.le, hfM.le⟩
  have hfz' : dispersion w u g z = 0 := hfz
  have hz0 : z < 0 := lt_of_le_of_ne hz.2 (by rintro rfl; linarith)
  refine ⟨z, ⟨hz0, mode w u z, (normal_mode_iff w u _ g z (hres z hz0)).mpr
    ⟨hfz', 1, one_ne_zero, (one_smul ℝ _).symm⟩⟩, ?_⟩
  -- strict monotonicity excludes a second root
  rintro y ⟨hy, x, hx⟩
  have hfy := ((normal_mode_iff w u x g y (hres y hy)).mp hx).1
  rcases lt_trichotomy y z with hlt | heq | hgt
  · have := dispersion_lt w u g hw hg hu hlt hz0.le
    linarith
  · exact heq
  · have := dispersion_lt w u g hw hg hu hgt hy.le
    linarith

end

end SeparableCollectiveCoupling
```

```lean
#print axioms SeparableCollectiveCoupling.det_coupling_sub
#print axioms SeparableCollectiveCoupling.coupling_mulVec
#print axioms SeparableCollectiveCoupling.posDef_coupling_iff
#print axioms SeparableCollectiveCoupling.existsUnique_unstable
```

```
'SeparableCollectiveCoupling.det_coupling_sub' depends on axioms: [propext, Classical.choice, Quot.sound]
'SeparableCollectiveCoupling.coupling_mulVec' depends on axioms: [propext, Classical.choice, Quot.sound]
'SeparableCollectiveCoupling.posDef_coupling_iff' depends on axioms: [propext, Classical.choice, Quot.sound]
'SeparableCollectiveCoupling.existsUnique_unstable' depends on axioms: [propext, Classical.choice, Quot.sound]
```

## What the theorems cover, and how they are proved

The finite type `n` labels the oscillators, and `w`, `u` and `x` are real functions on it. `coupling w u g` is $C$, with `vecMulVec u u` as $uu^{\mathsf T}$; `dispersion w u g z` is $f(z)$ and `mode w u z` is $m(z)$. The symbols `⬝ᵥ` and `*ᵥ` are the dot product and the matrix-vector product. The variable `z` is a squared frequency, and the masses are one, or have been absorbed into the coordinates.

`det_coupling_sub` and `normal_mode_iff` assume `hz`, that `z` avoids every uncoupled squared frequency; they do not need positive frequencies. `posDef_coupling_iff` and `existsUnique_unstable` assume `hw`, that every uncoupled oscillator has a restoring force. None of the four assumes a sign for `g`, but the hypothesis `h` of `existsUnique_unstable` forces `g` to be negative. `PosDef` includes the symmetry of the matrix.

In `det_coupling_sub`, `hfac` checks the factorisation entry by entry, and `Matrix.det_one_add_mul_comm` exchanges the column and row factors, leaving a $1\times1$ determinant indexed by `Unit`. `normal_mode_iff` takes the components of $Cx$ from `coupling_mulVec` and the projected form of $f$ from `dispersion_eq`; its `linear_combination` steps are the eliminations above.

`posDef_coupling_iff` uses the quadratic form from `energy_eq`. Its first half inserts `mode w u 0` as the trial displacement; in the second, `hcs` is the weighted Cauchy-Schwarz bound and the case split is on the sign of `g`. In `existsUnique_unstable`, `hfM` and `hf0` give the signs at the two ends of the bracket, `intermediate_value_Icc'` supplies the root, and `dispersion_lt` rules out another.

The `∃!` in that theorem counts distinct eigenvalues. Multiplicity is settled by `normal_mode_iff`: all eigenvectors at the negative root are multiples of one pattern, so there is a single unstable direction.

At the threshold $f(0)=0$, the determinant identity at $z=0$ shows that $C$ is singular, and the static response is a zero mode. The theorems concern exact real numbers, so a computed $f(0)$ close to zero needs an error estimate before its sign is trusted. Complex $z$, damping and several independent collective coordinates are not covered. A general dipole-dipole coupling between atoms is not of rank one, and this scalar test does not apply to it.
